# Isotropic anticorrelation of unpolarized spins in the two-spin singlet

## Basis, ordering and units

Each spin-1/2 has basis states 0 = ↑ and 1 = ↓ along z. A two-spin state ψ has four complex amplitudes ψ(i,j), where i belongs to the first spin and j to the second. For a real vector a = (a_x, a_y, a_z), the spin component is

a·σ = a_x σ_x + a_y σ_y + a_z σ_z,

in Pauli units; the physical spin is ħσ/2. The singlet is

s = (|↑↓⟩ − |↓↑⟩)/√2,

and ⟨O⟩ means ⟨ψ, Oψ⟩, with no division by the norm.

## Correlation and mean spins

For all real 3-vectors a and b,

⟨s, (a·σ)⊗(b·σ) s⟩ = −a·b
⟨s, (a·σ)⊗1 s⟩ = 0
⟨s, 1⊗(b·σ) s⟩ = 0.

## Where the relative sign matters in a code

In the product basis above, with the same ↑ and ↓ convention for both spins, the singlet carries a minus sign between its two amplitudes; a code whose basis states have other phases may store the same state with another sign. With a plus sign in this basis, the state is the triplet t = (|↑↓⟩ + |↓↑⟩)/√2, which has the same zero mean spins and the same zz correlation, −1. The xx correlation separates them: −1 for s, +1 for t. For a normalized pure state of two spins, xx and zz correlations both equal to −1 identify the singlet up to a phase.

## Derivation by traces

Only s(0,1) = 1/√2 and s(1,0) = −1/√2 are nonzero. For any 2×2 matrices A and B, therefore,

⟨A⊗B⟩ = (A₀₀B₁₁ + A₁₁B₀₀ − A₀₁B₁₀ − A₁₀B₀₁)/2
= (tr A tr B − tr AB)/2,

because the terms A₀₀B₀₀ and A₁₁B₁₁ cancel in the difference of traces.

The diagonal entries of a·σ are a_z and −a_z, so its trace is zero. Summing the diagonal entries of the product gives

tr((a·σ)(b·σ)) = 2a_z b_z + (a_x − i a_y)(b_x + i b_y) + (a_x + i a_y)(b_x − i b_y)
= 2 a·b.

The correlation is then (0 − 2a·b)/2 = −a·b. If either factor is 1, both trace terms vanish.

For P_a = (1 + a·σ)/2, tr P_a = 1 and tr(P_a P_b) = (1 + a·b)/2, hence

⟨P_a⊗P_b⟩ = (1 − a·b)/4.

For unit vectors this is the probability of finding both spins up along their respective axes.

In t the off-diagonal terms change sign:

⟨A⊗B⟩ = (A₀₀B₁₁ + A₁₁B₀₀ + A₀₁B₁₀ + A₁₀B₀₁)/2.

The spin correlation becomes a_x b_x + a_y b_y − a_z b_z, and the single-spin means are again half a vanishing trace.

For the converse, the norm and zz conditions read

|ψ(0,0)|² + |ψ(1,1)|² + |ψ(0,1)|² + |ψ(1,0)|² = 1
|ψ(0,0)|² + |ψ(1,1)|² − |ψ(0,1)|² − |ψ(1,0)|² = −1.

Adding them gives ψ(0,0) = ψ(1,1) = 0. The xx condition is then 2 Re(ψ(0,1)* ψ(1,0)) = −1, so

|ψ(0,1) + ψ(1,0)|² = 1 − 1 = 0.

Thus ψ = c s with c = √2 ψ(0,1), and the norm gives |c| = 1.

## The Lean file

```lean
import Mathlib

open Matrix
open scoped Kronecker

namespace SingletCorrelations

noncomputable section

/-- The spin component `a · σ` of one spin along a real 3-vector `a`. -/
def pauliDot (a : Fin 3 → ℝ) : Matrix (Fin 2) (Fin 2) ℂ :=
  !![(a 2 : ℂ), (a 0 : ℂ) - (a 1 : ℂ) * Complex.I;
     (a 0 : ℂ) + (a 1 : ℂ) * Complex.I, -(a 2 : ℂ)]

/-- The two-spin singlet `(|↑↓⟩ - |↓↑⟩)/√2`. -/
def singlet : Fin 2 × Fin 2 → ℂ :=
  fun p => ((√2 : ℝ) : ℂ)⁻¹ * (!![0, 1; -1, 0] : Matrix (Fin 2) (Fin 2) ℂ) p.1 p.2

/-- The triplet state `(|↑↓⟩ + |↓↑⟩)/√2`. -/
def tripletZero : Fin 2 × Fin 2 → ℂ :=
  fun p => ((√2 : ℝ) : ℂ)⁻¹ * (!![0, 1; 1, 0] : Matrix (Fin 2) (Fin 2) ℂ) p.1 p.2

/-- The expectation value `⟨ψ, O ψ⟩` of a two-spin operator. -/
def expect (ψ : Fin 2 × Fin 2 → ℂ) (O : Matrix (Fin 2 × Fin 2) (Fin 2 × Fin 2) ℂ) : ℂ :=
  star ψ ⬝ᵥ (O *ᵥ ψ)

/-- The one-spin operator `(1 + a · σ)/2`. -/
def spinProj (a : Fin 3 → ℝ) : Matrix (Fin 2) (Fin 2) ℂ :=
  (1 / 2 : ℂ) • (1 + pauliDot a)

/-- The squared amplitude `1/√2 · 1/√2` equals one half. -/
lemma amplitude_sq : ((√2 : ℝ) : ℂ)⁻¹ * ((√2 : ℝ) : ℂ)⁻¹ = 1 / 2 := by
  rw [← mul_inv, ← Complex.ofReal_mul, Real.mul_self_sqrt (by norm_num)]
  norm_num

/-- In the singlet, the expectation value of any product operator `A ⊗ B` is
`(tr A tr B - tr AB)/2`. -/
theorem expect_singlet_kronecker (A B : Matrix (Fin 2) (Fin 2) ℂ) :
    expect singlet (A ⊗ₖ B) = (A.trace * B.trace - (A * B).trace) / 2 := by
  simp [expect, singlet, dotProduct, Matrix.mulVec, Fintype.sum_prod_type,
    Fin.sum_univ_two, Matrix.trace_fin_two, Matrix.mul_apply]
  linear_combination
    (A 0 0 * B 1 1 + A 1 1 * B 0 0 - A 0 1 * B 1 0 - A 1 0 * B 0 1) * amplitude_sq

/-- Every spin component is traceless. -/
lemma trace_pauliDot (a : Fin 3 → ℝ) : (pauliDot a).trace = 0 := by
  simp [pauliDot, Matrix.trace_fin_two]

/-- The trace of a product of two spin components is `2 a · b`. -/
lemma trace_pauliDot_mul (a b : Fin 3 → ℝ) :
    (pauliDot a * pauliDot b).trace = 2 * ((a ⬝ᵥ b : ℝ) : ℂ) := by
  simp [pauliDot, Matrix.trace_fin_two, dotProduct, Fin.sum_univ_three]
  linear_combination (-2 * (a 1 : ℂ) * (b 1 : ℂ)) * Complex.I_sq

/-- The singlet is normalized, its spin components along `a` and `b` have correlation
`-a · b`, and each individual spin has zero mean component along every vector. -/
theorem singlet_correlation (a b : Fin 3 → ℝ) :
    star singlet ⬝ᵥ singlet = 1 ∧
    expect singlet (pauliDot a ⊗ₖ pauliDot b) = -((a ⬝ᵥ b : ℝ) : ℂ) ∧
    expect singlet (pauliDot a ⊗ₖ (1 : Matrix (Fin 2) (Fin 2) ℂ)) = 0 ∧
    expect singlet ((1 : Matrix (Fin 2) (Fin 2) ℂ) ⊗ₖ pauliDot b) = 0 := by
  refine ⟨?_, ?_, ?_, ?_⟩
  · -- two components, each of weight one half
    simp [singlet, dotProduct, Fintype.sum_prod_type, Fin.sum_univ_two]
    linear_combination 2 * amplitude_sq
  · rw [expect_singlet_kronecker, trace_pauliDot, trace_pauliDot_mul]
    ring
  · rw [expect_singlet_kronecker, mul_one, trace_pauliDot]
    ring
  · rw [expect_singlet_kronecker, one_mul, trace_pauliDot]
    ring

/-- In the singlet, the product of `(1 + a · σ)/2` on the first spin and `(1 + b · σ)/2`
on the second has expectation value `(1 - a · b)/4`. -/
theorem singlet_joint (a b : Fin 3 → ℝ) :
    expect singlet (spinProj a ⊗ₖ spinProj b) = (1 - ((a ⬝ᵥ b : ℝ) : ℂ)) / 4 := by
  have h1 : ∀ c, (spinProj c).trace = 1 := by
    intro c
    rw [spinProj, Matrix.trace_smul, Matrix.trace_add, trace_pauliDot, Matrix.trace_one]
    norm_num
  have h2 : (spinProj a * spinProj b).trace = (1 + ((a ⬝ᵥ b : ℝ) : ℂ)) / 2 := by
    have e : spinProj a * spinProj b = (1 / 4 : ℂ) •
        (1 + pauliDot a + pauliDot b + pauliDot a * pauliDot b) := by
      rw [spinProj, spinProj, Matrix.smul_mul, Matrix.mul_smul, smul_smul]
      congr 1
      · norm_num
      · noncomm_ring
    rw [e, Matrix.trace_smul, Matrix.trace_add, Matrix.trace_add, Matrix.trace_add,
      trace_pauliDot, trace_pauliDot, trace_pauliDot_mul, Matrix.trace_one, smul_eq_mul,
      Fintype.card_fin]
    push_cast
    ring
  rw [expect_singlet_kronecker, h1, h1, h2]
  ring

/-- In the triplet state `(|↑↓⟩ + |↓↑⟩)/√2` both spins have zero mean component along every
vector, and the correlation is `a_x b_x + a_y b_y - a_z b_z`. -/
theorem tripletZero_correlation (a b : Fin 3 → ℝ) :
    expect tripletZero (pauliDot a ⊗ₖ pauliDot b)
      = ((a 0 * b 0 + a 1 * b 1 - a 2 * b 2 : ℝ) : ℂ) ∧
    expect tripletZero (pauliDot a ⊗ₖ (1 : Matrix (Fin 2) (Fin 2) ℂ)) = 0 ∧
    expect tripletZero ((1 : Matrix (Fin 2) (Fin 2) ℂ) ⊗ₖ pauliDot b) = 0 := by
  refine ⟨?_, ?_, ?_⟩
  · simp [expect, tripletZero, pauliDot, dotProduct, Matrix.mulVec,
      Fintype.sum_prod_type, Fin.sum_univ_two]
    linear_combination
      (-2 * (a 2 : ℂ) * b 2 + 2 * (a 0 : ℂ) * b 0 - 2 * (a 1 : ℂ) * b 1 * Complex.I ^ 2)
        * amplitude_sq - (a 1 : ℂ) * b 1 * Complex.I_sq
  · simp [expect, tripletZero, pauliDot, dotProduct, Matrix.mulVec,
      Fintype.sum_prod_type, Fin.sum_univ_two]
  · simp [expect, tripletZero, pauliDot, dotProduct, Matrix.mulVec,
      Fintype.sum_prod_type, Fin.sum_univ_two]

/-- A normalized two-spin state whose spins have correlation `-1` along both the `x` axis and
the `z` axis is the singlet up to a phase. -/
theorem eq_singlet_of_anticorrelated (ψ : Fin 2 × Fin 2 → ℂ)
    (hn : star ψ ⬝ᵥ ψ = 1)
    (hx : expect ψ (pauliDot ![1, 0, 0] ⊗ₖ pauliDot ![1, 0, 0]) = -1)
    (hz : expect ψ (pauliDot ![0, 0, 1] ⊗ₖ pauliDot ![0, 0, 1]) = -1) :
    ∃ c : ℂ, ‖c‖ = 1 ∧ ψ = c • singlet := by
  have hn' := congrArg Complex.re hn
  have hx' := congrArg Complex.re hx
  have hz' := congrArg Complex.re hz
  simp [dotProduct, Fintype.sum_prod_type, Fin.sum_univ_two] at hn'
  simp [expect, pauliDot, dotProduct, Matrix.mulVec, Fintype.sum_prod_type,
    Fin.sum_univ_two] at hx' hz'
  -- anticorrelation along z removes the parallel components
  have hp : ψ (0, 0) = 0 := by
    apply Complex.ext
    · exact pow_eq_zero_iff two_ne_zero |>.mp (by
        nlinarith [sq_nonneg (ψ (0, 0)).re, sq_nonneg (ψ (0, 0)).im,
          sq_nonneg (ψ (1, 1)).re, sq_nonneg (ψ (1, 1)).im])
    · exact pow_eq_zero_iff two_ne_zero |>.mp (by
        nlinarith [sq_nonneg (ψ (0, 0)).re, sq_nonneg (ψ (0, 0)).im,
          sq_nonneg (ψ (1, 1)).re, sq_nonneg (ψ (1, 1)).im])
  have ht : ψ (1, 1) = 0 := by
    apply Complex.ext
    · exact pow_eq_zero_iff two_ne_zero |>.mp (by
        nlinarith [sq_nonneg (ψ (0, 0)).re, sq_nonneg (ψ (0, 0)).im,
          sq_nonneg (ψ (1, 1)).re, sq_nonneg (ψ (1, 1)).im])
    · exact pow_eq_zero_iff two_ne_zero |>.mp (by
        nlinarith [sq_nonneg (ψ (0, 0)).re, sq_nonneg (ψ (0, 0)).im,
          sq_nonneg (ψ (1, 1)).re, sq_nonneg (ψ (1, 1)).im])
  simp only [hp, ht, Complex.zero_re, Complex.zero_im] at hn' hx'
  -- anticorrelation along x makes the remaining amplitudes opposite
  have hre : (ψ (1, 0)).re + (ψ (0, 1)).re = 0 :=
    pow_eq_zero_iff two_ne_zero |>.mp (by
      nlinarith [sq_nonneg ((ψ (1, 0)).re + (ψ (0, 1)).re),
        sq_nonneg ((ψ (1, 0)).im + (ψ (0, 1)).im)])
  have him : (ψ (1, 0)).im + (ψ (0, 1)).im = 0 :=
    pow_eq_zero_iff two_ne_zero |>.mp (by
      nlinarith [sq_nonneg ((ψ (1, 0)).re + (ψ (0, 1)).re),
        sq_nonneg ((ψ (1, 0)).im + (ψ (0, 1)).im)])
  have hr : ψ (1, 0) = -ψ (0, 1) := by
    apply Complex.ext
    · rw [Complex.neg_re]; linarith
    · rw [Complex.neg_im]; linarith
  simp only [hr, Complex.neg_re, Complex.neg_im] at hn'
  have hs : ((√2 : ℝ) : ℂ) ≠ 0 :=
    Complex.ofReal_ne_zero.mpr (Real.sqrt_ne_zero'.mpr (by norm_num))
  refine ⟨((√2 : ℝ) : ℂ) * ψ (0, 1), ?_, ?_⟩
  · refine (pow_eq_one_iff_of_nonneg (norm_nonneg _) two_ne_zero).mp ?_
    rw [Complex.sq_norm, Complex.normSq_mul, Complex.normSq_ofReal,
      Real.mul_self_sqrt (by norm_num), Complex.normSq_apply]
    linarith
  · have hc : ((√2 : ℝ) : ℂ) * ψ (0, 1) * ((√2 : ℝ) : ℂ)⁻¹ = ψ (0, 1) := by
      field_simp
    funext ⟨i, j⟩
    rw [Pi.smul_apply, smul_eq_mul, singlet, ← mul_assoc, hc]
    fin_cases i <;> fin_cases j <;> simp [hp, ht, hr]

end

end SingletCorrelations
```

```lean
#print axioms SingletCorrelations.singlet_correlation
#print axioms SingletCorrelations.singlet_joint
#print axioms SingletCorrelations.tripletZero_correlation
#print axioms SingletCorrelations.eq_singlet_of_anticorrelated
```

```
'SingletCorrelations.singlet_correlation' depends on axioms: [propext, Classical.choice, Quot.sound]
'SingletCorrelations.singlet_joint' depends on axioms: [propext, Classical.choice, Quot.sound]
'SingletCorrelations.tripletZero_correlation' depends on axioms: [propext, Classical.choice, Quot.sound]
'SingletCorrelations.eq_singlet_of_anticorrelated' depends on axioms: [propext, Classical.choice, Quot.sound]
```

## How the theorems correspond to the physics, and their scope

`Fin 3` indices 0, 1, 2 are x, y, z; `⊗ₖ` is the Kronecker product, and `expect` is ⟨ψ, Oψ⟩. `singlet_correlation` contains the normalization of s and the three identities, without requiring a or b to be unit vectors.

`expect_singlet_kronecker` expands the finite sums with `simp`; `linear_combination` then inserts `amplitude_sq`, the factor 1/2. The two Pauli trace lemmas finish the correlation, and `singlet_joint` uses the same route. `tripletZero_correlation` expands its sums directly.

`eq_singlet_of_anticorrelated` takes real parts of its three hypotheses. `nlinarith` shows that the squares of the unwanted real and imaginary parts vanish, first for the parallel amplitudes and then for the sum of the other two. The last steps construct c and compare all four components.

The theorems treat exact pure states of two spins-1/2. They give no tolerance for correlations that are only near −1, and they do not cover mixed states or rounding error.
